# The Stejskal–Tanner $b$-value of a rectangular gradient pulse pair

A gradient waveform in Lean is a function of time, with exactly one value at every instant. "Amplitude $g$ on $[0,d]$ and $-g$ on $[D,D+d]$", for duration $d$ and separation $D$, assigns two values to $t=d$ when $D=d$. Each pulse is therefore switched on over a half-open interval $(a,a+d]$, which changes no integral, and the waveform is defined as the sum of two such pulses, which has a meaning even when they overlap.

## Claim and derivation

Let $p_a(t)$ be $1$ on $(a,a+d]$ and $0$ elsewhere. The effective magnetic-field gradient along one axis is $G(t)=g\,p_0(t)-g\,p_D(t)$, with the gyromagnetic ratio absorbed in $g$, and $D$ is measured from start to start. Define
$$q(t)=\int_0^t G(s)\,ds,\qquad b=\int_0^{D+d}q(t)^2\,dt .$$
The claim is that for $0\le d\le D$
$$q(D+d)=0,\qquad b=g^2d^2\left(D-\tfrac d3\right).$$

For $t\ge0$, $D\ge0$ and continuous $f$, each pulse restricts the integral to its elapsed part:
$$\int_0^t G f\,ds=g\int_{(0,\min(t,d)]}f\,ds-g\int_{(D,\min(t,D+d)]}f\,ds ,$$
an empty interval contributing zero. With $f=1$ the integrals are lengths. Writing $r(u)=\max(\min(u,d),0)$ and using $\min(t,D+d)-D=\min(t-D,d)$,
$$q(t)=g\,[\,r(t)-r(t-D)\,].$$
For $d\ge0$ and $t\ge D+d$ both ramps equal $d$, so $q(t)=0$. For $d\le D$, $q$ is a trapezoid: $gt$ on $[0,d]$, $gd$ on $[d,D]$, and $g(D+d-t)$ on $[D,D+d]$. Substituting $u=D+d-t$ in the last interval,
$$b=g^2\int_0^d t^2dt+g^2d^2(D-d)+g^2\int_0^d u^2du=g^2d^2\left(\tfrac d3+D-d+\tfrac d3\right)=g^2d^2\left(D-\tfrac d3\right).$$

For $0\le D\le d$ the ramps give $gt$ on $[0,D]$, $gD$ on $[D,d]$ and $g(D+d-t)$ on $[d,D+d]$, the same trapezoid with $d$ and $D$ exchanged, so $b=g^2D^2(d-D/3)$. The two expressions differ by
$$g^2D^2\left(d-\tfrac D3\right)-g^2d^2\left(D-\tfrac d3\right)=\tfrac{g^2}{3}\left(d^3-3d^2D+3dD^2-D^3\right)=\tfrac{g^2}{3}(d-D)^3 ,$$
which is positive for $g\ne0$ and $D<d$.

A spin at position $x(s)$ along the gradient axis acquires the phase $\varphi=\int_0^{D+d}G(s)\,x(s)\,ds$. For $d,D\ge0$ and continuous $x$, the reduction with $f=x$, $t=D+d$, and the shift $s\to s+D$ in the second integral give
$$\varphi=g\int_0^d x\,ds-g\int_D^{D+d}x\,ds=g\int_0^d\big(x(s)-x(s+D)\big)\,ds .$$
For $x(s)=x_0+vs$, with initial position $x_0$ and velocity $v$, the integrand is $-vD$ and $\varphi=-g\,d\,D\,v$.

In diffusion NMR the Stejskal–Tanner name usually denotes the echo attenuation $e^{-b\kappa}$ for free diffusion with coefficient $\kappa$. The theorems concern the factor $b$ and the phase on a single path; the average over random paths that produces the exponential is not among them. For free diffusion, $b$ is the only property of the gradient waveform that enters this attenuation. It is computed here for ideal rectangular pulses along one axis, with no ramps or background gradient.

## Formal development

```lean
import Mathlib

open Set MeasureTheory

namespace StejskalTanner

noncomputable section
```

All quantities are real numbers without units. `Ioc a (a + d)` is the interval $(a,a+d]$, so `pulse a d t` is $p_a(t)$.

```lean
/-- Unit rectangular pulse: equal to one on `(a, a + d]` and zero elsewhere. -/
def pulse (a d t : ℝ) : ℝ := (Ioc a (a + d)).indicator (fun _ => (1 : ℝ)) t
```

`pairGradient g d D t` is $G(t)$. The opposite sign of the second pulse is part of the definition. It may describe a bipolar gradient or, for $d\le D$, two equal pulses on either side of an ideal refocusing pulse, but no radio-frequency pulse and no spin state are represented.

```lean
/-- Effective gradient of a pulse pair: a pulse of amplitude `g` and duration `d` starting at
time zero, superposed with a pulse of amplitude `-g` and duration `d` starting at time `D`. -/
def pairGradient (g d D t : ℝ) : ℝ := g * pulse 0 d t - g * pulse D d t
```

The definitions of $q$, $b$ and $\varphi$ use the interval integral `∫ s in (0 : ℝ)..t`, which for $t\ge0$ is the Lebesgue integral over $(0,t]$. The phase is fixed as $+\int Gx\,ds$; the opposite sense of precession corresponds to $g\to-g$.

```lean
/-- Dephasing wave number `q(t)`: the integral of the gradient from time zero to `t`. -/
def q (g d D t : ℝ) : ℝ := ∫ s in (0 : ℝ)..t, pairGradient g d D s

/-- Diffusion weighting `b`: the integral of `q²` over `[0, D + d]`. -/
def bValue (g d D : ℝ) : ℝ := ∫ t in (0 : ℝ)..D + d, q g d D t ^ 2

/-- Phase of a spin on the trajectory `x`: the integral of gradient times position
over `[0, D + d]`. -/
def phase (g d D : ℝ) (x : ℝ → ℝ) : ℝ := ∫ s in (0 : ℝ)..D + d, pairGradient g d D s * x s
```

The first theorem confirms that for $d\le D$ the sum of pulses is the intended three-valued waveform. In the first two cases `linarith` shows that a time in one pulse cannot lie in the other, since $t\le d\le D<t$ is contradictory. In this convention $G(0)=0$.

```lean
/-- For `d ≤ D` the gradient is `g` on `(0, d]`, `-g` on `(D, D + d]` and zero elsewhere. -/
theorem pairGradient_values (g d D t : ℝ) (h : d ≤ D) :
    (t ∈ Ioc 0 d → pairGradient g d D t = g) ∧
    (t ∈ Ioc D (D + d) → pairGradient g d D t = -g) ∧
    (t ∉ Ioc 0 d → t ∉ Ioc D (D + d) → pairGradient g d D t = 0) := by
  simp only [pairGradient, pulse, zero_add]
  refine ⟨fun h1 => ?_, fun h2 => ?_, fun h1 h2 => ?_⟩
  · have h2 : t ∉ Ioc D (D + d) := fun h' => by linarith [h1.2, h'.1]
    rw [indicator_of_mem h1, indicator_of_notMem h2]; ring
  · have h1 : t ∉ Ioc 0 d := fun h' => by linarith [h'.2, h2.1]
    rw [indicator_of_notMem h1, indicator_of_mem h2]; ring
  · rw [indicator_of_notMem h1, indicator_of_notMem h2]; ring
```

The reduction to elapsed parts assumes $D\ge0$, $t\ge0$ and `Continuous f`. Step `e` identifies $p_af$ with $f$ cut off outside the pulse. Step `hi` shows that this product is integrable, which `intervalIntegral.integral_sub` requires because Lean assigns the value zero to the integral of a non-integrable function. Step `hv` rests on $(0,t]\cap(a,a+d]=(a,\min(t,a+d)]$ for $a\ge0$, and `split` separates the two pulses.

```lean
/-- For `D, t ≥ 0`, the integral up to time `t` of the gradient times a continuous function is `g` times its
integral over the elapsed part of the first pulse minus `g` times that over the second. -/
theorem integral_pairGradient_mul (g d D t : ℝ) (hD : 0 ≤ D) (ht : 0 ≤ t)
    (f : ℝ → ℝ) (hf : Continuous f) :
    ∫ s in (0 : ℝ)..t, pairGradient g d D s * f s
      = g * (∫ s in Ioc 0 (min t d), f s) - g * ∫ s in Ioc D (min t (D + d)), f s := by
  have e : ∀ a, (fun s => pulse a d s * f s) = (Ioc a (a + d)).indicator f := by
    intro a
    funext s
    by_cases h : s ∈ Ioc a (a + d)
    · simp only [pulse, indicator_of_mem h, one_mul]
    · simp only [pulse, indicator_of_notMem h, zero_mul]
  have hi : ∀ a, IntervalIntegrable (fun s => pulse a d s * f s) volume 0 t := by
    intro a
    rw [e a]
    exact ⟨(hf.intervalIntegrable 0 t).1.indicator measurableSet_Ioc,
      (hf.intervalIntegrable 0 t).2.indicator measurableSet_Ioc⟩
  -- a single pulse restricts the integral to its elapsed part
  have hv : ∀ a, 0 ≤ a →
      ∫ s in (0 : ℝ)..t, pulse a d s * f s = ∫ s in Ioc a (min t (a + d)), f s := by
    intro a ha
    have hs : Ioc 0 t ∩ Ioc a (a + d) = Ioc a (min t (a + d)) := by
      ext s
      simp only [mem_inter_iff, mem_Ioc, le_min_iff]
      constructor
      · rintro ⟨⟨_, h2⟩, h3, h4⟩
        exact ⟨h3, h2, h4⟩
      · rintro ⟨h1, h2, h3⟩
        exact ⟨⟨lt_of_le_of_lt ha h1, h2⟩, h1, h3⟩
    rw [e a, intervalIntegral.integral_of_le ht, setIntegral_indicator measurableSet_Ioc, hs]
  have split : (fun s => pairGradient g d D s * f s)
      = fun s => g * (pulse 0 d s * f s) - g * (pulse D d s * f s) := by
    funext s; unfold pairGradient; ring
  rw [split, intervalIntegral.integral_sub ((hi 0).const_mul g) ((hi D).const_mul g),
    intervalIntegral.integral_const_mul, intervalIntegral.integral_const_mul,
    hv 0 le_rfl, hv D hD, zero_add]
```

Setting $f=1$ gives the ramps. Step `hI` states that $(a,b]$ has length $\max(b-a,0)$, and `hm` is the identity for the shifted minimum.

```lean
/-- For `D, t ≥ 0`, `q(t)` is `g` times the difference of two ramps clipped to `[0, d]`,
one starting at time zero and one at time `D`. -/
theorem q_closed_form (g d D t : ℝ) (hD : 0 ≤ D) (ht : 0 ≤ t) :
    q g d D t = g * (max (min t d) 0 - max (min (t - D) d) 0) := by
  have h := integral_pairGradient_mul g d D t hD ht (fun _ => 1) continuous_const
  simp only [mul_one] at h
  have hI : ∀ a b : ℝ, ∫ _ in Ioc a b, (1 : ℝ) = max (b - a) 0 := by
    intro a b
    rw [setIntegral_const, smul_eq_mul, mul_one, Measure.real, Real.volume_Ioc,
      ENNReal.toReal_ofReal']
  have hm : min t (D + d) - D = min (t - D) d := by
    simp only [min_def]; split_ifs <;> linarith
  unfold q
  rw [h, hI, hI, hm, sub_zero]; ring
```

Refocusing holds at every $t\ge D+d$ for $d,D\ge0$, overlapping pulses included: both minima equal $d$ and the two terms cancel.

```lean
/-- Refocusing: for `d, D ≥ 0`, `q(t)` vanishes at every time `t ≥ D + d`. -/
theorem q_refocused (g d D t : ℝ) (hd : 0 ≤ d) (hD : 0 ≤ D) (ht : D + d ≤ t) :
    q g d D t = 0 := by
  rw [q_closed_form g d D t hD (by linarith), min_eq_right (by linarith : d ≤ t),
    min_eq_right (by linarith : d ≤ t - D)]
  ring
```

The main theorem reads: for any real $g$ and $0\le d\le D$, $q(D+d)=0$ and $b=g^2d^2(D-d/3)$. At $d=0$ both sides of the second equation vanish, and back-to-back pulses with $D=d$ give $b=\tfrac23g^2d^3$. The proof treats the three intervals by one formula in place of the substitution. Step `poly` integrates $(c+et)^2$, for constants $c$ and $e$, through the antiderivative $c^2t+cet^2+e^2t^3/3$, and `piece` transfers the result to any interval on which the closed form of $q$ equals $c+et$. Step `hb` replaces $q$ by its closed form under the integral. Then `p1`, `p2`, `p3` take $(c,e)=(0,g)$, $(gd,0)$ and $(g(d+D),-g)$. The integral is split at $D$ and at $d$, using the continuity `hF`, and `ring` adds the three contributions.

```lean
/-- Stejskal-Tanner formula: for `0 ≤ d ≤ D`, `q(D + d) = 0` and `b = g² d² (D - d/3)`. -/
theorem stejskal_tanner (g d D : ℝ) (hd : 0 ≤ d) (h : d ≤ D) :
    q g d D (D + d) = 0 ∧ bValue g d D = g ^ 2 * d ^ 2 * (D - d / 3) := by
  have hD : 0 ≤ D := hd.trans h
  refine ⟨q_refocused g d D _ hd hD le_rfl, ?_⟩
  -- integral of the square of a linear function
  have poly : ∀ a b c e : ℝ, ∫ t in a..b, (c + e * t) ^ 2
      = c ^ 2 * (b - a) + c * e * (b ^ 2 - a ^ 2) + e ^ 2 * (b ^ 3 - a ^ 3) / 3 := by
    intro a b c e
    have hder : ∀ x ∈ uIcc a b, HasDerivAt
        (fun t : ℝ => c ^ 2 * t + c * e * t ^ 2 + e ^ 2 * t ^ 3 / 3) ((c + e * x) ^ 2) x := by
      intro x _
      have h0 := (((hasDerivAt_id' x).const_mul (c ^ 2)).fun_add
        ((hasDerivAt_pow 2 x).const_mul (c * e))).fun_add
        (((hasDerivAt_pow 3 x).const_mul (e ^ 2)).div_const 3)
      exact h0.congr_deriv (by ring1)
    rw [intervalIntegral.integral_eq_sub_of_hasDerivAt hder
      (Continuous.intervalIntegrable (by fun_prop) _ _)]
    ring
  have piece : ∀ a b c e : ℝ, a ≤ b →
      (∀ t, a ≤ t → t ≤ b → g * (max (min t d) 0 - max (min (t - D) d) 0) = c + e * t) →
      ∫ t in a..b, (g * (max (min t d) 0 - max (min (t - D) d) 0)) ^ 2
        = c ^ 2 * (b - a) + c * e * (b ^ 2 - a ^ 2) + e ^ 2 * (b ^ 3 - a ^ 3) / 3 := by
    intro a b c e hab hq
    rw [← poly a b c e]
    apply intervalIntegral.integral_congr
    intro t ht
    rw [uIcc_of_le hab] at ht
    exact congrArg (· ^ 2) (hq t ht.1 ht.2)
  have hF : Continuous fun t : ℝ =>
      (g * (max (min t d) 0 - max (min (t - D) d) 0)) ^ 2 := by fun_prop
  have hb : bValue g d D
      = ∫ t in (0 : ℝ)..D + d, (g * (max (min t d) 0 - max (min (t - D) d) 0)) ^ 2 := by
    apply intervalIntegral.integral_congr
    intro t ht
    rw [uIcc_of_le (by linarith)] at ht
    exact congrArg (· ^ 2) (q_closed_form g d D t hD ht.1)
  -- rising edge, plateau and falling edge of the trapezoid
  have p1 := piece 0 d 0 g hd (fun t h1 h2 => by
    rw [min_eq_left h2, max_eq_left h1,
      max_eq_right (show min (t - D) d ≤ 0 from min_le_of_left_le (by linarith))]
    ring)
  have p2 := piece d D (g * d) 0 h (fun t h1 h2 => by
    rw [min_eq_right h1, max_eq_left hd,
      max_eq_right (show min (t - D) d ≤ 0 from min_le_of_left_le (by linarith))]
    ring)
  have p3 := piece D (D + d) (g * (d + D)) (-g) (by linarith) (fun t h1 h2 => by
    rw [min_eq_right (by linarith : d ≤ t), max_eq_left hd,
      min_eq_left (by linarith : t - D ≤ d), max_eq_left (by linarith : 0 ≤ t - D)]
    ring)
  rw [hb, ← intervalIntegral.integral_add_adjacent_intervals
      (hF.intervalIntegrable 0 D) (hF.intervalIntegrable D (D + d)),
    ← intervalIntegral.integral_add_adjacent_intervals
      (hF.intervalIntegrable 0 d) (hF.intervalIntegrable d D), p1, p2, p3]
  ring
```

For $0\le D\le d$, step `hs` proves `q g d D t = q g D d t` for $t\ge0$ by case analysis on every minimum and maximum. The upper limit $D+d$ is symmetric as well, so the main theorem applies with the arguments exchanged. Overlap here means addition of the two pulses, which cancel on $(D,d]$.

```lean
/-- Overlapping pulses: for `0 ≤ D ≤ d` the weighting is `b = g² D² (d - D/3)`. -/
theorem bValue_overlap (g d D : ℝ) (hD : 0 ≤ D) (h : D ≤ d) :
    bValue g d D = g ^ 2 * D ^ 2 * (d - D / 3) := by
  have hd : 0 ≤ d := hD.trans h
  -- the trapezoid is unchanged when duration and separation are exchanged
  have hs : ∀ t, 0 ≤ t → q g d D t = q g D d t := by
    intro t ht
    rw [q_closed_form g d D t hD ht, q_closed_form g D d t hd ht]
    congr 1
    simp only [max_def, min_def]
    split_ifs <;> linarith
  rw [← (stejskal_tanner g D d hD h).2]
  unfold bValue
  rw [add_comm D d]
  apply intervalIntegral.integral_congr
  intro t ht
  rw [uIcc_of_le (by linarith)] at ht
  exact congrArg (· ^ 2) (hs t ht.1)
```

For $g\ne0$ and $d,D\ge0$ the formula holds exactly when $d\le D$. If it held with $D<d$, the two expressions for $b$ would be equal, and `linear_combination 3 * hb` turns that equality into $g^2(d-D)^3=0$, against the positivity `h1`.

```lean
/-- For a nonzero gradient and `d, D ≥ 0`, `b = g² d² (D - d/3)` holds exactly when `d ≤ D`. -/
theorem stejskal_tanner_iff (g d D : ℝ) (hg : g ≠ 0) (hd : 0 ≤ d) (hD : 0 ≤ D) :
    bValue g d D = g ^ 2 * d ^ 2 * (D - d / 3) ↔ d ≤ D := by
  refine ⟨fun hb => ?_, fun h => (stejskal_tanner g d D hd h).2⟩
  by_contra hn
  have hlt : D < d := lt_of_not_ge hn
  rw [bValue_overlap g d D hD hlt.le] at hb
  have h0 : g ^ 2 * (d - D) ^ 3 = 0 := by linear_combination 3 * hb
  have hp : 0 < d - D := sub_pos.2 hlt
  have h1 : 0 < g ^ 2 * (d - D) ^ 3 := by positivity
  linarith
```

The phase identity is proved for $d,D\ge0$ and a continuous trajectory, with no order between $d$ and $D$. Step `h1` is the shift $s\to s+D$, by `intervalIntegral.integral_comp_add_right`; the rest evaluates the minima at $t=D+d$.

```lean
/-- For `d, D ≥ 0`, the phase on a continuous trajectory is `g` times the integral over `[0, d]` of
`x(s) - x(s + D)`. -/
theorem phase_eq_displacement (g d D : ℝ) (hd : 0 ≤ d) (hD : 0 ≤ D)
    (x : ℝ → ℝ) (hx : Continuous x) :
    phase g d D x = g * ∫ s in (0 : ℝ)..d, (x s - x (s + D)) := by
  have h1 : ∫ s in (0 : ℝ)..d, (x s - x (s + D))
      = (∫ s in (0 : ℝ)..d, x s) - ∫ s in D..D + d, x s := by
    rw [intervalIntegral.integral_sub (hx.intervalIntegrable _ _)
        ((by fun_prop : Continuous fun s => x (s + D)).intervalIntegrable _ _),
      intervalIntegral.integral_comp_add_right x D, zero_add, add_comm d D]
  unfold phase
  rw [h1, integral_pairGradient_mul g d D _ hD (by linarith) x hx,
    min_eq_right (by linarith : d ≤ D + d), min_self,
    ← intervalIntegral.integral_of_le hd,
    ← intervalIntegral.integral_of_le (by linarith : D ≤ D + d)]
  ring
```

For uniform motion `h` reduces the integrand to the constant $-vD$. The result does not contain $x_0$, and $v=0$ gives zero phase for a spin at rest.

```lean
/-- For `d, D ≥ 0`, a spin in uniform motion `x₀ + v t` acquires the phase `-g d D v`. -/
theorem phase_uniform_motion (g d D x₀ v : ℝ) (hd : 0 ≤ d) (hD : 0 ≤ D) :
    phase g d D (fun t => x₀ + v * t) = -(g * d * D * v) := by
  have h : ∀ s : ℝ, x₀ + v * s - (x₀ + v * (s + D)) = -(v * D) := fun s => by ring
  rw [phase_eq_displacement g d D hd hD _ (by fun_prop)]
  simp only [h]
  rw [intervalIntegral.integral_const, smul_eq_mul]
  ring

end

end StejskalTanner
```

```lean
#print axioms StejskalTanner.pairGradient_values
-- 'StejskalTanner.pairGradient_values' depends on axioms: [propext, Classical.choice, Quot.sound]
#print axioms StejskalTanner.stejskal_tanner_iff
-- 'StejskalTanner.stejskal_tanner_iff' depends on axioms: [propext, Classical.choice, Quot.sound]
#print axioms StejskalTanner.phase_uniform_motion
-- 'StejskalTanner.phase_uniform_motion' depends on axioms: [propext, Classical.choice, Quot.sound]
```

## In a calculation

To reach a target $b$ with given $0<d\le D$, the formula is inverted to $|g|=\sqrt{b/\big(d^2(D-d/3)\big)}$; with $g$ in rad s$^{-1}$ m$^{-1}$ and times in seconds, $b$ is in s m$^{-2}$. For a general waveform a program can store a value $G_k$ for each cell $(kh,(k+1)h]$ of a grid with step $h$, form the cumulative sum $q_0=0$, $q_{k+1}=q_k+hG_k$, check that the last $q_k$ vanishes, and accumulate
$$b=\sum_k \tfrac h3\left(q_k^2+q_kq_{k+1}+q_{k+1}^2\right),$$
each term being the integral of the square of a linear function over one cell. For the pulse pair with $d\le D$, both multiples of $h$, this sum should reproduce $g^2d^2(D-d/3)$ up to rounding, whereas the plain sum $h\sum_kq_k^2$ carries a discretisation error. A random-walk simulation can accumulate the phase as $h\sum_kG_kx_k$ over the positions $x_k$ of each walker, and $-g\,d\,D\,v$ is the value to compare with for a walker in uniform drift.
